# First-order quadrupolar splitting of a spin $I = s/2$: line positions and zero trace

## Definitions and conventions

Let $s$ be a natural number and $I = s/2$. The basis states $|k\rangle$, $k = 0,\dots,s$, carry $m_k = k - I$. With $\hbar = 1$, a Zeeman frequency $w$ and a quadrupolar frequency $q$, the level function is
$$E(m) = wm + \tfrac{q}{6}\left(3m^2 - I(I+1)\right).$$
Both $w$ and $q$ are arbitrary reals. The sign of the gyromagnetic ratio is absorbed in $w$; the field gradient, quadrupole moment and orientation are absorbed in $q$. The weight $W(m) = I(I+1) - m(m-1)$ is attached to the line $m \leftrightarrow m-1$.

```lean
import Mathlib

open Matrix

namespace QuadrupolarSplitting

noncomputable section

/-- The spin quantum number `I = s / 2`. -/
def spin (s : ℕ) : ℝ := (s : ℝ) / 2

/-- The magnetic quantum number `m = k - I` of the `k`-th basis state; `k = 0, …, s` runs over
`m = -I, …, I`. -/
def magQN (s k : ℕ) : ℝ := (k : ℝ) - spin s

/-- The quadrupolar term `3 m ^ 2 - I (I + 1)`. -/
def quadTerm (I m : ℝ) : ℝ := 3 * m ^ 2 - I * (I + 1)

/-- The level `E(m) = w m + q (3 m ^ 2 - I (I + 1)) / 6` with Zeeman frequency `w` and
quadrupolar frequency `q`. -/
def level (I w q m : ℝ) : ℝ := w * m + q * quadTerm I m / 6

/-- The weight `I (I + 1) - m (m - 1)` given to the line between `m` and `m - 1`. -/
def lineWeight (I m : ℝ) : ℝ := I * (I + 1) - m * (m - 1)
```

The operators are real $(s+1)\times(s+1)$ matrices: $I_z = \mathrm{diag}(m_k)$, $Q = 3I_z^2 - I(I+1)\mathbb 1$, $H = wI_z + \frac q6 Q$, and the coherence $|j\rangle\langle k|$. A transition frequency means the factor by which $[H,\cdot]$ multiplies a coherence; time evolution does not appear.

```lean
/-- The operator `Iz` of spin `s / 2`, diagonal with entries `m = -I, …, I`. -/
def Iz (s : ℕ) : Matrix (Fin (s + 1)) (Fin (s + 1)) ℝ :=
  Matrix.diagonal fun k : Fin (s + 1) => magQN s k

/-- The quadrupole operator `3 Iz ^ 2 - I (I + 1)`. -/
def quadOp (s : ℕ) : Matrix (Fin (s + 1)) (Fin (s + 1)) ℝ :=
  (3 : ℝ) • (Iz s * Iz s) - (spin s * (spin s + 1)) • (1 : Matrix (Fin (s + 1)) (Fin (s + 1)) ℝ)

/-- The Zeeman plus first-order quadrupolar Hamiltonian
`H = w Iz + (q / 6) (3 Iz ^ 2 - I (I + 1))`. -/
def hamiltonian (s : ℕ) (w q : ℝ) : Matrix (Fin (s + 1)) (Fin (s + 1)) ℝ :=
  w • Iz s + (q / 6) • quadOp s

/-- The coherence operator `|j⟩⟨k|` between two basis states. -/
def coherence (s : ℕ) (j k : Fin (s + 1)) : Matrix (Fin (s + 1)) (Fin (s + 1)) ℝ :=
  Matrix.single j k 1

/-- The commutator `[A, B] = A B - B A`. -/
def opComm {n : ℕ} (A B : Matrix (Fin n) (Fin n) ℝ) : Matrix (Fin n) (Fin n) ℝ :=
  A * B - B * A
```

## The model assumption: $H$ is a polynomial in $I_z$

Only the part of the quadrupole coupling that commutes with $I_z$ is kept, which is the first-order, high-field truncation for one isolated spin. This is assumed through the definition of `hamiltonian`, not derived. By hand it gives $H|k\rangle = E(m_k)|k\rangle$, so
$$[H, |j\rangle\langle k|] = E(m_j)|j\rangle\langle k| - |j\rangle\langle k|E(m_k) = \left(E(m_j) - E(m_k)\right)|j\rangle\langle k|.$$
The proofs compare entries with `ext`, and `split_ifs` separates diagonal from off-diagonal entries, or the entry $(j,k)$ from the rest. With off-diagonal terms in $H$ the coherences would in general stop being eigenoperators; second-order shifts are not covered.

```lean
/-- The quadrupole operator is diagonal with entries `3 m ^ 2 - I (I + 1)`. -/
theorem quadOp_eq_diagonal (s : ℕ) :
    quadOp s = Matrix.diagonal fun k : Fin (s + 1) => quadTerm (spin s) (magQN s k) := by
  unfold quadOp Iz
  rw [Matrix.diagonal_mul_diagonal]
  ext i j
  simp only [Matrix.sub_apply, Matrix.smul_apply, Matrix.diagonal_apply, Matrix.one_apply,
    smul_eq_mul, quadTerm]
  split_ifs <;> ring

/-- The Hamiltonian is diagonal with entries `E(m)`. -/
theorem hamiltonian_eq_diagonal (s : ℕ) (w q : ℝ) :
    hamiltonian s w q
      = Matrix.diagonal fun k : Fin (s + 1) => level (spin s) w q (magQN s k) := by
  unfold hamiltonian Iz
  rw [quadOp_eq_diagonal]
  ext i j
  simp only [Matrix.add_apply, Matrix.smul_apply, Matrix.diagonal_apply, smul_eq_mul, level]
  split_ifs <;> ring

/-- The commutator with `H` multiplies the coherence `|j⟩⟨k|` by the level difference
`E(m_j) - E(m_k)`. -/
theorem opComm_coherence (s : ℕ) (w q : ℝ) (j k : Fin (s + 1)) :
    opComm (hamiltonian s w q) (coherence s j k)
      = (level (spin s) w q (magQN s j) - level (spin s) w q (magQN s k)) • coherence s j k := by
  unfold opComm coherence
  rw [hamiltonian_eq_diagonal]
  ext a b
  simp only [Matrix.sub_apply, Matrix.diagonal_mul, Matrix.mul_diagonal, Matrix.smul_apply,
    smul_eq_mul, Matrix.single, Matrix.of_apply]
  -- only the entry `(j, k)` is nonzero
  split_ifs with h
  · obtain ⟨rfl, rfl⟩ := h
    ring
  · ring
```

## No hypothesis: level differences

For any reals $I, m, m'$ the constant $I(I+1)$ cancels, and $m^2 - m'^2 = (m-m')(m+m')$ gives
$$E(m) - E(m') = (m-m')\left(w + \tfrac q2(m+m')\right).$$
Setting $m' = m-1$ gives $w + q(m - \frac12)$, so neighbouring lines are $|q|$ apart; setting $m' = -m$ gives $2wm$. In Lean, `ring` proves the factorisation and each special case rewrites with `level_sub`.

```lean
/-- The difference of any two levels is `(m - m') (w + q (m + m') / 2)`. -/
theorem level_sub (I w q m m' : ℝ) :
    level I w q m - level I w q m' = (m - m') * (w + q * (m + m') / 2) := by
  unfold level quadTerm
  ring

/-- Single-quantum transitions: `E(m) - E(m - 1) = w + q (m - 1 / 2)`. -/
theorem single_quantum (I w q m : ℝ) :
    level I w q m - level I w q (m - 1) = w + q * (m - 1 / 2) := by
  rw [level_sub]
  ring

/-- Symmetric transitions: `E(m) - E(-m) = 2 w m`. -/
theorem symmetric_transition (I w q m : ℝ) :
    level I w q m - level I w q (-m) = 2 * w * m := by
  rw [level_sub]
  ring
```

## `hq : q ≠ 0` and `hm : m ≠ m'`

These say that the quadrupolar frequency is nonzero and that the two values of $m$ differ. The equation $E(m) - E(m') = w(m-m')$ is equivalent to $(m-m')\,q\,(m+m') = 0$, and dividing by $m-m'$ and by $q$ leaves $m' = -m$. The proof obtains this product as `h0`, splits it twice with `mul_eq_zero`, and closes one branch with `hm` and one with `hq`. The direction from $m' = -m$ uses neither. For $q = 0$ every pair has the Zeeman value, for instance $m = 1$, $m' = 0$. For $m = m' = 1$ both sides are $0$ although $m' \neq -m$.

```lean
/-- For `q ≠ 0` and `m ≠ m'`, the difference `E(m) - E(m')` equals the Zeeman value
`w (m - m')` exactly when `m' = -m`. -/
theorem shift_free_iff (I w q m m' : ℝ) (hq : q ≠ 0) (hm : m ≠ m') :
    level I w q m - level I w q m' = w * (m - m') ↔ m' = -m := by
  rw [level_sub]
  constructor
  · intro h
    -- the quadrupolar shift is `(m - m') q (m + m') / 2`
    have h0 : (m - m') * (q * (m + m')) = 0 := by linear_combination 2 * h
    rcases mul_eq_zero.mp h0 with h1 | h1
    · exact absurd (sub_eq_zero.mp h1) hm
    · rcases mul_eq_zero.mp h1 with h2 | h2
      · exact absurd h2 hq
      · linarith
  · intro h
    rw [h]
    ring
```

## `s : ℕ`: $2I$ is a natural number

This makes the ladder that starts at $-I$ end at $+I$ after $s$ unit steps. The partial sum over the lowest $j$ values does not need it. Put $a = I + \frac12$ and $x = j - a$, so that $P(j) = j(j - I - \frac12)(j - 2I - 1) = x^3 - a^2x$. Then $P(0) = 0$ and
$$P(j+1) - P(j) = 3\left(x + \tfrac12\right)^2 + \tfrac14 - a^2 = 3(j-I)^2 - I(I+1),$$
which is the `succ` case of the induction.

```lean
/-- The quadrupolar terms of the `j` values `m = -I, …, -I + j - 1` add up to
`j (j - I - 1 / 2) (j - 2 I - 1)`. -/
theorem partial_sum_quadTerm (I : ℝ) (j : ℕ) :
    ∑ k ∈ Finset.range j, quadTerm I ((k : ℝ) - I)
      = (j : ℝ) * ((j : ℝ) - I - 1 / 2) * ((j : ℝ) - 2 * I - 1) := by
  induction j with
  | zero => simp
  | succ n ih =>
    rw [Finset.sum_range_succ, ih]
    unfold quadTerm
    push_cast
    ring
```

The hypothesis enters in choosing $j = s+1 = 2I+1$, where the last factor vanishes. For $I = \frac14$ the other roots $j = \frac34, \frac32$ are not integers, and no nonempty partial sum is zero.

```lean
/-- The quadrupolar terms sum to zero over `m = -I, …, I`. -/
theorem sum_quadTerm (s : ℕ) :
    ∑ k : Fin (s + 1), quadTerm (spin s) (magQN s k) = 0 := by
  calc ∑ k : Fin (s + 1), quadTerm (spin s) (magQN s k)
      = ∑ k ∈ Finset.range (s + 1), quadTerm (spin s) ((k : ℝ) - spin s) :=
        Fin.sum_univ_eq_sum_range
          (fun k : ℕ => quadTerm (spin s) ((k : ℝ) - spin s)) (s + 1)
    _ = 0 := by
        -- the factor `j - 2 I - 1` vanishes at `j = s + 1`
        rw [partial_sum_quadTerm]
        unfold spin
        push_cast
        ring
```

It enters again in $m_{s-k} = s - k - I = -m_k$. The bound `hk` lets `Nat.cast_sub` turn the natural-number difference $s-k$ into a real one.

```lean
/-- Reversing the order of the basis states sends `m` to `-m`. -/
theorem magQN_rev (s : ℕ) (k : Fin (s + 1)) :
    magQN s (Fin.rev k : Fin (s + 1)) = -magQN s k := by
  have hk : (k : ℕ) ≤ s := Nat.lt_succ_iff.mp k.2
  have h : ((Fin.rev k : Fin (s + 1)) : ℕ) = s - (k : ℕ) := by
    rw [Fin.val_rev]
    omega
  rw [h]
  unfold magQN spin
  rw [Nat.cast_sub hk]
  ring
```

The main theorem has three parts, for every $s$, $w$, $q$. For $k = 0,\dots,s-1$ (`k : Fin s`, so both states exist), $[H,\cdot]$ multiplies $|k+1\rangle\langle k|$ by $w + q(m_{k+1} - \frac12)$, using $m_k = m_{k+1} - 1$. For $k = 0,\dots,s$ it multiplies $|k\rangle\langle s-k|$ by $2wm_k$. Finally $\operatorname{Tr} Q = 0$, by `sum_quadTerm`. At $s = 0$ the first part is empty and the second reads $0 = 0$; at $s = 1$ the single line lies at $w$. In magnetic resonance of quadrupolar nuclei this places the $m \leftrightarrow -m$ transitions, including the central line of half-integer spin, at their Zeeman values, for a single spin with first-order coupling only.

```lean
/-- For spin `I = s / 2`, the commutator with `H` multiplies `|m⟩⟨m - 1|` by `w + q (m - 1 / 2)`
and `|m⟩⟨-m|` by `2 w m`, and the quadrupole operator is traceless. -/
theorem quadrupolar_spectrum (s : ℕ) (w q : ℝ) :
    (∀ k : Fin s, opComm (hamiltonian s w q) (coherence s k.succ k.castSucc)
        = (w + q * (magQN s (k.succ : Fin (s + 1)) - 1 / 2)) • coherence s k.succ k.castSucc) ∧
    (∀ k : Fin (s + 1), opComm (hamiltonian s w q) (coherence s k (Fin.rev k))
        = (2 * w * magQN s k) • coherence s k (Fin.rev k)) ∧
    Matrix.trace (quadOp s) = 0 := by
  refine ⟨fun k => ?_, fun k => ?_, ?_⟩
  · -- neighbouring basis states differ by one unit of `m`
    have h1 : ((k.castSucc : Fin (s + 1)) : ℕ) = (k : ℕ) := by simp
    have h2 : ((k.succ : Fin (s + 1)) : ℕ) = (k : ℕ) + 1 := by simp
    have h : magQN s (k.castSucc : Fin (s + 1)) = magQN s (k.succ : Fin (s + 1)) - 1 := by
      rw [h1, h2]
      unfold magQN
      push_cast
      ring
    rw [opComm_coherence, h, single_quantum]
  · rw [opComm_coherence, magQN_rev, symmetric_transition]
  · rw [quadOp_eq_diagonal, Matrix.trace_diagonal]
    exact sum_quadTerm s
```

The third use of the hypothesis that $2I$ is a natural number is in $\sum_{k=0}^{s-1} W(m_{k+1})\,q\,(m_{k+1} - \frac12) = 0$. With $u = m - \frac12$ one has $W(m) = a^2 - u^2$. For $F(m) = -\frac{m^4}4 + \left(\frac{a^2}2 + \frac18\right)m^2$, the identities $m^4 - (m-1)^4 = 4u^3 + u$ and $m^2 - (m-1)^2 = 2u$ give $F(m) - F(m-1) = u(a^2 - u^2)$, which times $q$ is `hterm`. The sum telescopes (`htel`) to $q\left(F(m_s) - F(m_0)\right)$, zero because $F$ is even and $m_s = I = -m_0$. Reading $W(m)$ as the squared matrix element of the lowering operator is an interpretation that Lean has not checked, since `lineWeight` is simply defined. Reading it further as a relative line intensity also assumes equal population differences between neighbouring levels and uniform excitation of all lines.

```lean
/-- Over the `2 I` single-quantum lines `m = -I + 1, …, I`, the shifts `E(m) - E(m - 1) - w`
weighted by `I (I + 1) - m (m - 1)` sum to zero. -/
theorem weighted_shift_sum (s : ℕ) (w q : ℝ) :
    ∑ k ∈ Finset.range s, lineWeight (spin s) (magQN s (k + 1)) *
      (level (spin s) w q (magQN s (k + 1)) - level (spin s) w q (magQN s (k + 1) - 1) - w)
      = 0 := by
  -- each term is a difference of an even quartic in `m`
  have hterm : ∀ k ∈ Finset.range s, lineWeight (spin s) (magQN s (k + 1)) *
      (level (spin s) w q (magQN s (k + 1)) - level (spin s) w q (magQN s (k + 1) - 1) - w)
      = q * (-(magQN s (k + 1)) ^ 4 / 4
            + ((spin s + 1 / 2) ^ 2 / 2 + 1 / 8) * (magQN s (k + 1)) ^ 2)
        - q * (-(magQN s k) ^ 4 / 4 + ((spin s + 1 / 2) ^ 2 / 2 + 1 / 8) * (magQN s k) ^ 2) := by
    intro k _
    rw [single_quantum]
    unfold lineWeight magQN
    push_cast
    ring
  have htel := Finset.sum_range_sub (fun k : ℕ =>
    q * (-(magQN s k) ^ 4 / 4 + ((spin s + 1 / 2) ^ 2 / 2 + 1 / 8) * (magQN s k) ^ 2)) s
  refine (Finset.sum_congr rfl hterm).trans (htel.trans ?_)
  -- the quartic takes the same value at `m = I` and `m = -I`
  simp only [magQN, spin]
  push_cast
  ring

end

end QuadrupolarSplitting
```

```lean
#print axioms QuadrupolarSplitting.shift_free_iff
#print axioms QuadrupolarSplitting.quadrupolar_spectrum
#print axioms QuadrupolarSplitting.weighted_shift_sum
```

```
'QuadrupolarSplitting.shift_free_iff' depends on axioms: [propext, Classical.choice, Quot.sound]
'QuadrupolarSplitting.quadrupolar_spectrum' depends on axioms: [propext, Classical.choice, Quot.sound]
'QuadrupolarSplitting.weighted_shift_sum' depends on axioms: [propext, Classical.choice, Quot.sound]
```

## Instance: $s = 3$, $w = 100$, $q = 6$

Here $I(I+1) = \frac{15}4$. For $m = -\frac32, -\frac12, \frac12, \frac32$ the quadrupolar terms are $3, -3, -3, 3$, with partial sums $3, 0, -3, 0$, and $E = -147, -53, 47, 153$. The single-quantum lines lie at $94, 100, 106$, and $E(\frac32) - E(-\frac32) = 300 = 2w\cdot\frac32$. The weights $3, 4, 3$ give $3(-6) + 4\cdot 0 + 3\cdot 6 = 0$.
